# A finite system at positive temperature has exactly one chemical potential for each mean particle number strictly between empty and full

A molecule on a metal surface exchanges electrons with the metal, through a coupling weak enough to be neglected in the equilibrium weights below. It can hold 0, 1, …, K electrons, and its average charge, which may be fractional, depends on the chemical potential μ of the metal. The energies E(n) need not be convex in n: one electron may cost more than the average of none and two. Can every average charge between empty and full still be reached, and does it fix μ?

Let β = 1/(k_B T), where T is the temperature and k_B is Boltzmann's constant. The state with n particles has the weight

w_n = exp(−β(E(n) − μn)).

The function `E : ℕ → ℝ` is arbitrary, and only its values at 0, …, K enter. There is one weight per particle number. At fixed β, E(n) may also be read as the canonical free energy of n particles, which accounts for many states at each n.

```lean
import Mathlib

open Filter Topology Finset

namespace GrandCanonicalNumber

noncomputable section

/-- The grand-canonical Boltzmann weight of the state with `n` particles and energy `E n`. -/
def weight (β : ℝ) (E : ℕ → ℝ) (μ : ℝ) (n : ℕ) : ℝ :=
  Real.exp (-β * (E n - μ * n))
```

The partition function Z is the sum of the weights, and p_n = w_n/Z is the probability of n particles. In Lean, `range (K + 1)` is the set {0, …, K}.

```lean
/-- The grand partition function over the particle numbers `0, ..., K`. -/
def partitionFn (K : ℕ) (β : ℝ) (E : ℕ → ℝ) (μ : ℝ) : ℝ :=
  ∑ n ∈ range (K + 1), weight β E μ n

/-- The probability of finding `n` particles. -/
def prob (K : ℕ) (β : ℝ) (E : ℕ → ℝ) (μ : ℝ) (n : ℕ) : ℝ :=
  weight β E μ n / partitionFn K β E μ
```

The mean particle number is N = Σ n p_n, and the variance is V = Σ (n − N)² p_n. All sums run over n = 0, …, K.

```lean
/-- The mean particle number at chemical potential `μ`. -/
def meanN (K : ℕ) (β : ℝ) (E : ℕ → ℝ) (μ : ℝ) : ℝ :=
  ∑ n ∈ range (K + 1), (n : ℝ) * prob K β E μ n

/-- The variance of the particle number at chemical potential `μ`. -/
def varN (K : ℕ) (β : ℝ) (E : ℕ → ℝ) (μ : ℝ) : ℝ :=
  ∑ n ∈ range (K + 1), ((n : ℝ) - meanN K β E μ) ^ 2 * prob K β E μ n
```

## (a) Sign of the partition function

Show that the probabilities have a nonzero denominator:

Z > 0.

**Solution.** Every weight is an exponential, hence positive, and the sum contains at least the term n = 0.

```lean
/-- The grand partition function is positive. -/
theorem partitionFn_pos (K : ℕ) (β : ℝ) (E : ℕ → ℝ) (μ : ℝ) :
    0 < partitionFn K β E μ :=
  Finset.sum_pos (fun _ _ => Real.exp_pos _) ⟨0, by simp⟩
```

## (b) Deviation from a reference number

Show that for every real c

Σ (n − c) p_n = N − c.

**Solution.** The probabilities sum to Z/Z = 1. Splitting the sum gives Σ n p_n − c Σ p_n = N − c. The code proves the normalisation as `h1` and the splitting as `h2`.

```lean
/-- The mean deviation of the particle number from a reference value `c` is the mean
particle number minus `c`. -/
theorem mean_deviation (K : ℕ) (β : ℝ) (E : ℕ → ℝ) (μ c : ℝ) :
    ∑ n ∈ range (K + 1), ((n : ℝ) - c) * prob K β E μ n = meanN K β E μ - c := by
  -- the probabilities sum to one
  have h1 : ∑ n ∈ range (K + 1), prob K β E μ n = 1 := by
    simp only [prob]
    rw [← Finset.sum_div]
    exact div_self (partitionFn_pos K β E μ).ne'
  have h2 : ∑ n ∈ range (K + 1), ((n : ℝ) - c) * prob K β E μ n
      = ∑ n ∈ range (K + 1), (n : ℝ) * prob K β E μ n
        - c * ∑ n ∈ range (K + 1), prob K β E μ n := by
    rw [Finset.mul_sum, ← Finset.sum_sub_distrib]
    exact Finset.sum_congr rfl (fun n _ => by ring)
  rw [h2, h1, mul_one, meanN]
```

## (c) Response of a weight

Show that

dw_n/dμ = βn w_n.

**Solution.** The exponent −βE(n) + βnμ has μ-derivative βn, and the chain rule gives the claim. `HasDerivAt f d μ` says that f is differentiable at μ with derivative d.

```lean
/-- The Boltzmann weight of `n` particles changes with the chemical potential at the rate
`β n` times itself. -/
theorem hasDerivAt_weight (β : ℝ) (E : ℕ → ℝ) (μ : ℝ) (n : ℕ) :
    HasDerivAt (fun x => weight β E x n) (β * n * weight β E μ n) μ := by
  have h : HasDerivAt (fun x : ℝ => -β * (E n - x * n)) (β * n) μ :=
    ((((hasDerivAt_id' μ).mul_const (n : ℝ)).const_sub (E n)).const_mul (-β)).congr_deriv
      (by ring)
  exact h.exp.congr_deriv (by simp only [weight]; ring)
```

## (d) Response of the partition function

Show that

dZ/dμ = βNZ.

**Solution.** Sum (c) over n and insert w_n = p_n Z:

dZ/dμ = β Σ n w_n = βZ Σ n p_n = βNZ.

The substitution is `hw` in the code.

```lean
/-- The partition function changes with the chemical potential at the rate `β` times the
mean particle number times itself. -/
theorem hasDerivAt_partitionFn (K : ℕ) (β : ℝ) (E : ℕ → ℝ) (μ : ℝ) :
    HasDerivAt (fun x => partitionFn K β E x)
      (β * meanN K β E μ * partitionFn K β E μ) μ := by
  have h := HasDerivAt.fun_sum (u := range (K + 1))
    (fun n _ => hasDerivAt_weight β E μ n)
  refine h.congr_deriv ?_
  rw [meanN, Finset.mul_sum, Finset.sum_mul]
  refine Finset.sum_congr rfl (fun n _ => ?_)
  have hw : weight β E μ n = prob K β E μ n * partitionFn K β E μ := by
    rw [prob, div_mul_cancel₀ _ (partitionFn_pos K β E μ).ne']
  linear_combination β * n * hw
```

## (e) Response of a probability

Show that

dp_n/dμ = β(n − N) p_n.

**Solution.** By the quotient rule with (c) and (d),

dp_n/dμ = βn w_n/Z − w_n βNZ/Z² = β(n − N) p_n.

Lean clears the denominator Z² and closes the remaining identity with `linear_combination`.

```lean
/-- The probability of `n` particles changes with the chemical potential at the rate `β` times the
deviation of `n` from the mean particle number times itself. -/
theorem hasDerivAt_prob (K : ℕ) (β : ℝ) (E : ℕ → ℝ) (μ : ℝ) (n : ℕ) :
    HasDerivAt (fun x => prob K β E x n)
      (β * ((n : ℝ) - meanN K β E μ) * prob K β E μ n) μ := by
  have hZ := (partitionFn_pos K β E μ).ne'
  have hw : weight β E μ n = prob K β E μ n * partitionFn K β E μ := by
    rw [prob, div_mul_cancel₀ _ hZ]
  refine ((hasDerivAt_weight β E μ n).fun_div
    (hasDerivAt_partitionFn K β E μ) hZ).congr_deriv ?_
  rw [div_eq_iff (pow_ne_zero 2 hZ)]
  linear_combination (β * n * partitionFn K β E μ
    - β * meanN K β E μ * partitionFn K β E μ) * hw
```

## (f) Fluctuation and response

Show that

dN/dμ = βV.

**Solution.** Multiply (e) by n, sum, and write n = (n − N) + N:

dN/dμ = β Σ (n − N)² p_n + βN Σ (n − N) p_n.

The last sum vanishes by (b) with c = N. The `calc` block makes the same split. Parts (a) to (f) hold for every real β and every K.

As a numerical instance, take K = 2, β = 1, μ = 0 and the non-convex energies E(0) = 0, E(1) = ln 2, E(2) = 0. The weights are 1, 1/2, 1, so Z = 5/2 and the probabilities are 2/5, 1/5, 2/5. Then N = 1 and V = 4/5. Differentiating directly, with x = exp(μ),

N = (x/2 + 2x²)/(1 + x/2 + x²),

and its μ-derivative at x = 1 is (9/2 · 5/2 − 5/2 · 5/2)/(5/2)² = 4/5, in agreement.

```lean
/-- Fluctuation-response relation: the derivative of the mean particle number with respect
to the chemical potential is `β` times the particle-number variance. -/
theorem hasDerivAt_meanN (K : ℕ) (β : ℝ) (E : ℕ → ℝ) (μ : ℝ) :
    HasDerivAt (meanN K β E) (β * varN K β E μ) μ := by
  have h := HasDerivAt.fun_sum (u := range (K + 1))
    (fun n _ => (hasDerivAt_prob K β E μ n).const_mul (n : ℝ))
  refine h.congr_deriv ?_
  -- replace `n` by `n - N`: the difference is a vanishing mean deviation
  have h0 := mean_deviation K β E μ (meanN K β E μ)
  rw [sub_self] at h0
  calc _ = β * varN K β E μ + β * meanN K β E μ *
        ∑ n ∈ range (K + 1), ((n : ℝ) - meanN K β E μ) * prob K β E μ n := by
        rw [varN, Finset.mul_sum, Finset.mul_sum, ← Finset.sum_add_distrib]
        exact Finset.sum_congr rfl (fun n _ => by ring)
    _ = β * varN K β E μ := by rw [h0]; ring
```

## (g) Bounds on the mean

Let K ≥ 1. Show that

0 < N < K.

**Solution.** All p_n are positive. Hence N ≥ K p_K > 0. By (b) with c = K, K − N = Σ (K − n) p_n ≥ K p_0 > 0. In Lean, `Finset.sum_pos'` needs nonnegative terms and one positive term: n = K for the first bound, n = 0 for the second.

```lean
/-- If at least one particle is allowed, the mean particle number lies strictly between
`0` and `K`. -/
theorem meanN_mem_Ioo {K : ℕ} (hK : 1 ≤ K) (β : ℝ) (E : ℕ → ℝ) (μ : ℝ) :
    meanN K β E μ ∈ Set.Ioo (0 : ℝ) K := by
  have hp : ∀ n, 0 < prob K β E μ n := fun n =>
    div_pos (Real.exp_pos _) (partitionFn_pos K β E μ)
  have hK' : (0 : ℝ) < K := by exact_mod_cast hK
  constructor
  · exact Finset.sum_pos' (fun n _ => mul_nonneg (Nat.cast_nonneg n) (hp n).le)
      ⟨K, by simp, mul_pos hK' (hp K)⟩
  · -- the mean number of missing particles is positive
    have h1 : 0 < ∑ n ∈ range (K + 1), ((K : ℝ) - n) * prob K β E μ n := by
      refine Finset.sum_pos' (fun n hn => mul_nonneg ?_ (hp n).le)
        ⟨0, by simp, mul_pos (by simpa using hK') (hp 0)⟩
      have hn' : n ≤ K := by have := Finset.mem_range.mp hn; omega
      exact sub_nonneg.mpr (by exact_mod_cast hn')
    have h2 : ∑ n ∈ range (K + 1), ((K : ℝ) - n) * prob K β E μ n
        = -∑ n ∈ range (K + 1), ((n : ℝ) - K) * prob K β E μ n := by
      rw [← Finset.sum_neg_distrib]
      exact Finset.sum_congr rfl (fun n _ => by ring)
    rw [h2, mean_deviation] at h1
    linarith
```

## (h) Bound by a Boltzmann ratio

Let m ≤ K. Show that

p_n ≤ exp(β(E(m) − E(n)) + β(n − m)μ).

**Solution.** Since Z contains w_m and otherwise only positive terms, Z ≥ w_m. Therefore p_n = w_n/Z ≤ w_n/w_m, which is the right-hand side.

```lean
/-- The probability of `n` particles is at most the ratio of the Boltzmann weights of `n`
and of any other allowed particle number `m`. -/
theorem prob_le_ratio {K m : ℕ} (hm : m ≤ K) (β : ℝ) (E : ℕ → ℝ) (μ : ℝ) (n : ℕ) :
    prob K β E μ n ≤ Real.exp (β * (E m - E n) + β * ((n : ℝ) - m) * μ) := by
  rw [prob, div_le_iff₀ (partitionFn_pos K β E μ)]
  have h1 : weight β E μ n
      = Real.exp (β * (E m - E n) + β * ((n : ℝ) - m) * μ) * weight β E μ m := by
    unfold weight
    rw [← Real.exp_add]
    congr 1
    ring
  have h2 : weight β E μ m ≤ partitionFn K β E μ :=
    Finset.single_le_sum (f := fun k => weight β E μ k)
      (fun k _ => (Real.exp_pos _).le) (Finset.mem_range.mpr (by omega))
  rw [h1]
  exact mul_le_mul_of_nonneg_left h2 (Real.exp_pos _).le
```

## (i) Extreme chemical potentials

Let β > 0. Show that

N → 0 as μ → −∞, and N → K as μ → +∞.

**Solution.** Take m = 0 in (h). For n > 0 the exponent contains βnμ, so p_n → 0 as μ → −∞, and every term of Σ n p_n vanishes in the limit. Take m = K next. For n < K the exponent contains −β(K − n)μ, so p_n → 0 as μ → +∞. Hence N − K = Σ (n − K) p_n → 0. `squeeze_zero` traps each probability between zero and its bound.

```lean
/-- For `β > 0`, the mean particle number tends to `0` as the chemical potential tends to minus
infinity, and to `K` as it tends to plus infinity. -/
theorem meanN_limits (K : ℕ) {β : ℝ} (hβ : 0 < β) (E : ℕ → ℝ) :
    Tendsto (meanN K β E) atBot (𝓝 0) ∧ Tendsto (meanN K β E) atTop (𝓝 (K : ℝ)) := by
  have hp : ∀ n μ, 0 ≤ prob K β E μ n := fun n μ =>
    (div_pos (Real.exp_pos _) (partitionFn_pos K β E μ)).le
  constructor
  · -- every `n > 0` is suppressed relative to the empty system
    have h : Tendsto (fun μ => ∑ n ∈ range (K + 1), (n : ℝ) * prob K β E μ n) atBot
        (𝓝 (∑ n ∈ range (K + 1), (0 : ℝ))) := by
      refine tendsto_finsetSum _ (fun n _ => ?_)
      rcases Nat.eq_zero_or_pos n with rfl | hn
      · simp
      · have hc : 0 < β * ((n : ℝ) - (0 : ℕ)) :=
          mul_pos hβ (sub_pos.mpr (by exact_mod_cast hn))
        have h1 := (squeeze_zero (hp n) (fun μ => prob_le_ratio (Nat.zero_le K) β E μ n)
          (Real.tendsto_exp_atBot.comp (tendsto_atBot_add_const_left _ _
            (tendsto_id.const_mul_atBot hc)))).const_mul (n : ℝ)
        rwa [mul_zero] at h1
    rw [Finset.sum_const_zero] at h
    exact h
  · -- every `n < K` is suppressed relative to the full system
    have h : Tendsto (fun μ => ∑ n ∈ range (K + 1), ((n : ℝ) - K) * prob K β E μ n) atTop
        (𝓝 (∑ n ∈ range (K + 1), (0 : ℝ))) := by
      refine tendsto_finsetSum _ (fun n hn => ?_)
      rcases Nat.lt_or_ge n K with hlt | hge
      · have hc : β * ((n : ℝ) - K) < 0 :=
          mul_neg_of_pos_of_neg hβ (sub_neg.mpr (by exact_mod_cast hlt))
        have h1 := (squeeze_zero (hp n) (fun μ => prob_le_ratio (le_refl K) β E μ n)
          (Real.tendsto_exp_atBot.comp (tendsto_atBot_add_const_left _ _
            (tendsto_id.const_mul_atTop_of_neg hc)))).const_mul ((n : ℝ) - K)
        rwa [mul_zero] at h1
      · have hnK : n = K := by have := Finset.mem_range.mp hn; omega
        subst hnK
        simp
    simp only [mean_deviation, Finset.sum_const_zero] at h
    have h1 := h.add_const (K : ℝ)
    simp only [sub_add_cancel, zero_add] at h1
    exact h1
```

## (j) One chemical potential for each mean

Let K ≥ 1 and β > 0. Show that N is strictly increasing in μ and that

μ ↦ N(μ) is a bijection from ℝ onto (0, K).

**Solution.** The term n = 0 gives V ≥ N² p_0 > 0, so dN/dμ > 0 by (f), and N is strictly increasing and injective. Given y in (0, K), the limits in (i) supply a and b with N(a) < y < N(b). N is continuous, so it takes the value y at some μ.

In the smallest case, K = 1, N is the Fermi function 1/(1 + exp(β(E(1) − E(0) − μ))), with the explicit inverse

μ = E(1) − E(0) + (1/β) ln(N/(1 − N)).

For K = 0 the mean is always 0 and the interval is empty, hence the hypothesis `hK`.

The theorem joins three statements: the derivative from (f) at every μ, `StrictMono`, and `Set.BijOn` from `Set.univ`, the whole real line, onto `Set.Ioo 0 K`, the open interval. For an electronic-structure calculation that computes the mean electron number from the weights w_n and adjusts μ until this mean equals a prescribed value strictly between 0 and K, this means a unique solution, provided β and the finitely many E(n) stay fixed as μ varies. Energies that respond self-consistently to the charge are not covered, and neither is zero temperature.

```lean
/-- For `K ≥ 1`, `β > 0` and arbitrary energies of `0, ..., K` particles, the mean particle number
has `μ`-derivative `β` times the variance, is strictly increasing in `μ`, and maps the real line
bijectively onto the open interval `(0, K)`. -/
theorem meanN_bijective_response {K : ℕ} (hK : 1 ≤ K) {β : ℝ} (hβ : 0 < β) (E : ℕ → ℝ) :
    (∀ μ, HasDerivAt (meanN K β E) (β * varN K β E μ) μ) ∧
      StrictMono (meanN K β E) ∧
      Set.BijOn (meanN K β E) Set.univ (Set.Ioo (0 : ℝ) K) := by
  have hd := hasDerivAt_meanN K β E
  -- the empty system alone already makes the variance positive
  have hvar : ∀ μ, 0 < varN K β E μ := by
    intro μ
    have hp : ∀ n, 0 < prob K β E μ n := fun n =>
      div_pos (Real.exp_pos _) (partitionFn_pos K β E μ)
    have hN := (meanN_mem_Ioo hK β E μ).1
    refine Finset.sum_pos' (fun n _ => mul_nonneg (sq_nonneg _) (hp n).le)
      ⟨0, by simp, mul_pos ?_ (hp 0)⟩
    rw [Nat.cast_zero]
    nlinarith [mul_pos hN hN]
  have hmono : StrictMono (meanN K β E) := by
    refine strictMono_of_deriv_pos (fun μ => ?_)
    rw [(hd μ).deriv]
    exact mul_pos hβ (hvar μ)
  refine ⟨hd, hmono, fun μ _ => meanN_mem_Ioo hK β E μ, hmono.injective.injOn, ?_⟩
  -- intermediate values between the two limits
  intro y hy
  have hcont : Continuous (meanN K β E) :=
    continuous_iff_continuousAt.mpr (fun μ => (hd μ).continuousAt)
  obtain ⟨a, ha⟩ := ((meanN_limits K hβ E).1.eventually_lt_const hy.1).exists
  obtain ⟨b, hb⟩ := ((meanN_limits K hβ E).2.eventually_const_lt hy.2).exists
  obtain ⟨μ, hμ⟩ := mem_range_of_exists_le_of_exists_ge hcont ⟨a, ha.le⟩ ⟨b, hb.le⟩
  exact ⟨μ, Set.mem_univ μ, hμ⟩

end

end GrandCanonicalNumber
```

```lean
#print axioms GrandCanonicalNumber.hasDerivAt_meanN
#print axioms GrandCanonicalNumber.meanN_bijective_response
```

```
'GrandCanonicalNumber.hasDerivAt_meanN' depends on axioms: [propext, Classical.choice, Quot.sound]
'GrandCanonicalNumber.meanN_bijective_response' depends on axioms: [propext, Classical.choice, Quot.sound]
```
